# A mode frequency has a constant Grüneisen parameter at all volumes exactly when it is a power law in the volume

Suppose that a vibrational frequency $w(V)>0$ depends on the crystal volume $V$ in such a way that $-V\,w'(V)/w(V)=1$ for every $V>0$; then $(V\,w)'=w+V\,w'=0$, so the product $V\,w(V)$ is constant and the frequency is proportional to $1/V$. If the constant value is $g$ instead of $1$, the product that stays constant is $V^g\,w(V)$, and the frequency is proportional to $V^{-g}$.

```lean
import Mathlib

open Set

namespace GruneisenRelations

noncomputable section

/-- A mode frequency as a function of volume: positive and differentiable at every
positive volume. -/
def IsModeFrequency (w : ℝ → ℝ) : Prop :=
  ∀ V, 0 < V → 0 < w V ∧ DifferentiableAt ℝ w V

/-- The Grüneisen parameter `-V w'(V) / w(V)`, meant for volumes at which `w` is
differentiable and nonzero. -/
def gruneisen (w : ℝ → ℝ) (V : ℝ) : ℝ := -V * deriv w V / w V

/-- At a positive volume, a mode frequency has Grüneisen parameter `g` exactly when its
derivative there is `-g w / V`. -/
theorem gruneisen_eq_iff {w : ℝ → ℝ} (hw : IsModeFrequency w) {V g : ℝ} (hV : 0 < V) :
    gruneisen w V = g ↔ HasDerivAt w (-(g * w V / V)) V := by
  obtain ⟨hp, hd⟩ := hw V hV
  have hV' : V ≠ 0 := hV.ne'
  constructor
  · intro h
    rw [gruneisen, div_eq_iff hp.ne'] at h
    have e : deriv w V = -(g * w V / V) := by
      rw [← neg_div, eq_div_iff hV']
      linarith
    rw [← e]
    exact hd.hasDerivAt
  · intro h
    rw [gruneisen, h.deriv, div_eq_iff hp.ne']
    have e : V * (g * w V / V) = g * w V := by field_simp
    linear_combination e

/-- Two mode frequencies have the same Grüneisen parameter at all positive volumes exactly when they
are proportional at those volumes, with the constant fixed at any reference volume `V₀ > 0`. -/
theorem same_gruneisen_iff {w u : ℝ → ℝ} (hw : IsModeFrequency w) (hu : IsModeFrequency u)
    {V₀ : ℝ} (hV₀ : 0 < V₀) :
    (∀ V, 0 < V → gruneisen w V = gruneisen u V) ↔
      ∀ V, 0 < V → w V * u V₀ = w V₀ * u V := by
  have hu₀ : u V₀ ≠ 0 := (hu V₀ hV₀).1.ne'
  constructor
  · intro h V hV
    -- the quotient of the two frequencies does not change with volume
    have hder : ∀ x ∈ Ioi (0 : ℝ), HasDerivAt (fun y => w y / u y) 0 x := by
      intro x hx
      have h1 := (gruneisen_eq_iff hw hx).1 (h x hx)
      have h2 := (gruneisen_eq_iff hu hx).1 rfl
      exact (h1.fun_div h2 (hu x hx).1.ne').congr_deriv (by ring)
    have hc : w V / u V = w V₀ / u V₀ :=
      isOpen_Ioi.is_const_of_deriv_eq_zero isPreconnected_Ioi
        (fun x hx => (hder x hx).differentiableAt.differentiableWithinAt)
        (fun x hx => (hder x hx).deriv) hV hV₀
    rwa [div_eq_div_iff (hu V hV).1.ne' hu₀] at hc
  · intro h V hV
    -- a constant factor drops out of the logarithmic derivative
    have ev : w =ᶠ[nhds V] fun x => w V₀ / u V₀ * u x := by
      filter_upwards [Ioi_mem_nhds hV] with x hx
      rw [div_mul_eq_mul_div, eq_div_iff hu₀]
      exact h x hx
    have e : w V = w V₀ / u V₀ * u V := ev.eq_of_nhds
    have h2 := (gruneisen_eq_iff hu hV).1 rfl
    rw [gruneisen_eq_iff hw hV]
    refine ((h2.const_mul (w V₀ / u V₀)).congr_of_eventuallyEq ev).congr_deriv ?_
    rw [e]
    ring

/-- For `V₀ > 0` the power law `(V₀/V)^g` is a mode frequency, and its Grüneisen parameter
is `g` at every positive volume. -/
theorem gruneisen_power_law {V₀ : ℝ} (hV₀ : 0 < V₀) (g : ℝ) :
    IsModeFrequency (fun V => (V₀ / V) ^ g) ∧
      ∀ V, 0 < V → gruneisen (fun V => (V₀ / V) ^ g) V = g := by
  have hd : ∀ V, 0 < V →
      HasDerivAt (fun x : ℝ => (V₀ / x) ^ g) (-(g * (V₀ / V) ^ g / V)) V := by
    intro V hV
    have hV' : V ≠ 0 := hV.ne'
    have hV₀' : V₀ ≠ 0 := hV₀.ne'
    have hr : V₀ / V ≠ 0 := div_ne_zero hV₀' hV'
    have h1 : HasDerivAt (fun x : ℝ => V₀ / x) (-(V₀ / V ^ 2)) V :=
      ((hasDerivAt_const V V₀).fun_div (hasDerivAt_id' V) hV').congr_deriv (by ring)
    refine (h1.rpow_const (Or.inl hr)).congr_deriv ?_
    rw [Real.rpow_sub_one hr]
    generalize (V₀ / V) ^ g = y
    field_simp
  have hf : IsModeFrequency (fun V => (V₀ / V) ^ g) := fun V hV =>
    ⟨Real.rpow_pos_of_pos (div_pos hV₀ hV) g, (hd V hV).differentiableAt⟩
  exact ⟨hf, fun V hV => (gruneisen_eq_iff hf hV).2 (hd V hV)⟩

/-- A mode frequency has the constant Grüneisen parameter `g` at all positive volumes if and
only if `w(V) = w(V₀) (V₀/V)^g` for all `V > 0`, where `V₀ > 0` is any reference volume. -/
theorem constant_gruneisen_iff {w : ℝ → ℝ} (hw : IsModeFrequency w)
    {V₀ : ℝ} (hV₀ : 0 < V₀) (g : ℝ) :
    (∀ V, 0 < V → gruneisen w V = g) ↔ ∀ V, 0 < V → w V = w V₀ * (V₀ / V) ^ g := by
  obtain ⟨hf, hg⟩ := gruneisen_power_law hV₀ g
  have key := same_gruneisen_iff hw hf hV₀
  have h1 : (V₀ / V₀) ^ g = 1 := by rw [div_self hV₀.ne', Real.one_rpow]
  constructor
  · intro h V hV
    have t : w V * (V₀ / V₀) ^ g = w V₀ * (V₀ / V) ^ g :=
      key.1 (fun x hx => (h x hx).trans (hg x hx).symm) V hV
    rwa [h1, mul_one] at t
  · intro h V hV
    refine (key.2 (fun x hx => ?_) V hV).trans (hg V hV)
    show w x * (V₀ / V₀) ^ g = w V₀ * (V₀ / x) ^ g
    rw [h1, mul_one]
    exact h x hx

/-- If the Grüneisen parameter of a mode is constant, its value follows from the frequencies
at two distinct positive volumes. -/
theorem gruneisen_from_two_volumes {w : ℝ → ℝ} (hw : IsModeFrequency w) {g V₁ V₂ : ℝ}
    (h : ∀ V, 0 < V → gruneisen w V = g) (h₁ : 0 < V₁) (h₂ : 0 < V₂) (hne : V₁ ≠ V₂) :
    g = Real.log (w V₁ / w V₂) / Real.log (V₂ / V₁) := by
  have hr : V₂ / V₁ ≠ 1 := by
    intro e
    rw [div_eq_one_iff_eq h₁.ne'] at e
    exact hne e.symm
  have hl : Real.log (V₂ / V₁) ≠ 0 :=
    Real.log_ne_zero_of_pos_of_ne_one (div_pos h₂ h₁) hr
  have e : w V₁ / w V₂ = (V₂ / V₁) ^ g := by
    rw [div_eq_iff (hw V₂ h₂).1.ne', mul_comm]
    exact (constant_gruneisen_iff hw h₂ g).1 h V₁ h₁
  rw [e, Real.log_rpow (div_pos h₂ h₁), eq_div_iff hl]

/-- For `q ≠ 0` and `V₀ > 0`, the Grüneisen parameter of a mode follows the law
`γ₀ (V/V₀)^q` at all positive volumes if and only if
`w(V) = w(V₀) exp[(γ₀/q) (1 - (V/V₀)^q)]` for all `V > 0`. -/
theorem power_gruneisen_iff {w : ℝ → ℝ} (hw : IsModeFrequency w)
    {V₀ q : ℝ} (hV₀ : 0 < V₀) (hq : q ≠ 0) (γ₀ : ℝ) :
    (∀ V, 0 < V → gruneisen w V = γ₀ * (V / V₀) ^ q) ↔
      ∀ V, 0 < V → w V = w V₀ * Real.exp (γ₀ / q * (1 - (V / V₀) ^ q)) := by
  -- the explicit solution with which `w` is compared
  let u : ℝ → ℝ := fun V => Real.exp (γ₀ / q * (1 - (V / V₀) ^ q))
  have hd : ∀ V, 0 < V → HasDerivAt u (-(γ₀ * (V / V₀) ^ q * u V / V)) V := by
    intro V hV
    have hV' : V ≠ 0 := hV.ne'
    have hV₀' : V₀ ≠ 0 := hV₀.ne'
    have hr : V / V₀ ≠ 0 := div_ne_zero hV' hV₀'
    have h1 : HasDerivAt (fun x : ℝ => x / V₀) (1 / V₀) V :=
      (hasDerivAt_id' V).div_const V₀
    have h2 := h1.rpow_const (p := q) (Or.inl hr)
    refine ((h2.const_sub 1).const_mul (γ₀ / q)).exp.congr_deriv ?_
    change Real.exp (γ₀ / q * (1 - (V / V₀) ^ q)) * _ =
      -(γ₀ * (V / V₀) ^ q * Real.exp (γ₀ / q * (1 - (V / V₀) ^ q)) / V)
    rw [Real.rpow_sub_one hr]
    generalize Real.exp (γ₀ / q * (1 - (V / V₀) ^ q)) = E
    generalize (V / V₀) ^ q = y
    field_simp
  have hu : IsModeFrequency u := fun V hV =>
    ⟨Real.exp_pos _, (hd V hV).differentiableAt⟩
  have hg : ∀ V, 0 < V → gruneisen u V = γ₀ * (V / V₀) ^ q := fun V hV =>
    (gruneisen_eq_iff hu hV).2 (hd V hV)
  have h1 : u V₀ = 1 := by
    show Real.exp (γ₀ / q * (1 - (V₀ / V₀) ^ q)) = 1
    rw [div_self hV₀.ne', Real.one_rpow, sub_self, mul_zero, Real.exp_zero]
  have key := same_gruneisen_iff hw hu hV₀
  constructor
  · intro h V hV
    have t := key.1 (fun x hx => (h x hx).trans (hg x hx).symm) V hV
    rwa [h1, mul_one] at t
  · intro h V hV
    refine (key.2 (fun x hx => ?_) V hV).trans (hg V hV)
    rw [h1, mul_one]
    exact h x hx

end

end GruneisenRelations
```

```lean
#print axioms GruneisenRelations.gruneisen_power_law
#print axioms GruneisenRelations.gruneisen_from_two_volumes
#print axioms GruneisenRelations.power_gruneisen_iff
```

```
'GruneisenRelations.gruneisen_power_law' depends on axioms: [propext, Classical.choice, Quot.sound]
'GruneisenRelations.gruneisen_from_two_volumes' depends on axioms: [propext, Classical.choice, Quot.sound]
'GruneisenRelations.power_gruneisen_iff' depends on axioms: [propext, Classical.choice, Quot.sound]
```

## The power law and its relatives

The Grüneisen parameter of a mode with frequency $w$ is

$$\gamma_w(V)=-\frac{V\,w'(V)}{w(V)}=-\frac{d\ln w}{d\ln V}.$$

The main theorem, `constant_gruneisen_iff`, takes a function $w$ that is positive and differentiable at every positive volume, a reference volume $V_0>0$ and a real number $g$. It says that

$$\gamma_w(V)=g\ \text{ for all } V>0\quad\Longleftrightarrow\quad w(V)=w(V_0)\left(\frac{V_0}{V}\right)^{g}\ \text{ for all } V>0.$$

The left side does not mention $V_0$, so the reference volume may be chosen freely. The number $g$ may have either sign or be zero, in which case the frequency does not depend on the volume at all.

The theorem `same_gruneisen_iff` compares two modes $w$ and $u$. Their parameters agree at all positive volumes exactly when $w(V)\,u(V_0)=w(V_0)\,u(V)$ for all $V>0$. This is proportionality written without a division, with the factor $w(V_0)/u(V_0)$.

The theorem `gruneisen_from_two_volumes` recovers a constant parameter from the frequencies at two distinct positive volumes:

$$g=\frac{\ln\big(w(V_1)/w(V_2)\big)}{\ln\big(V_2/V_1\big)}.$$

Finally, `power_gruneisen_iff` treats a parameter that varies with volume. For $q\neq 0$ and any real $\gamma_0$,

$$\gamma_w(V)=\gamma_0\left(\frac{V}{V_0}\right)^{q}\ \text{for all } V>0\quad\Longleftrightarrow\quad w(V)=w(V_0)\exp\!\left[\frac{\gamma_0}{q}\left(1-\left(\frac{V}{V_0}\right)^{q}\right)\right]\ \text{for all } V>0.$$

For $q=0$ the law on the left is a constant parameter, which is the case of the main theorem.

## One mode followed through all volumes

In Lean a frequency is a function `w : ℝ → ℝ`, and `IsModeFrequency w` states what is required of it: at every `V` with `0 < V`, the value `w V` is positive and `w` is differentiable. Nothing is required at zero or negative arguments, which have no physical meaning here. The definition `gruneisen w V` is the formula `-V * deriv w V / w V`, with the sign convention that a mode which stiffens under compression has a positive parameter.

Both conditions have physical content. Positivity excludes unstable modes, whose squared frequency is negative, and modes of zero frequency, such as uniform translations. Differentiability excludes a kink in the frequency. Such a kink can arise when two branches cross and the modes are labelled by the order of their frequencies, so $w$ should follow one mode through the crossing.

The units are free. Multiplying $w$ by a constant leaves $\gamma_w$ unchanged, so $w$ may be an angular frequency, a frequency in hertz or a phonon energy. The volume may be that of a unit cell or of the whole sample, since only volume ratios appear in the results.

A constant $g$ expresses the assumption that a given small fractional change of volume always produces the same fractional change of frequency, however far the crystal has already been compressed. In the second law, $\gamma_0$ is the parameter at the reference volume, and $q$ sets how quickly the parameter changes: for $q>0$ its magnitude falls on compression, unless $\gamma_0=0$. These laws are hypotheses about the material. The theorems do not derive them from interatomic forces; they say which frequencies are compatible with them.

The frequency depends on the volume alone. Explicit temperature dependence is absent, and for a crystal whose cell can change shape, $w$ describes the mode along one chosen path of cells labelled by their volume. The laws are also imposed on the whole half-line $V>0$, whereas a real crystal phase exists only over a limited range of volumes.

In quasi-harmonic calculations, where phonon frequencies are needed at many volumes, the main theorem identifies the interpolation formula that goes with a constant parameter, for a single mode that depends on volume only. If the parameter of such a mode is constant, the two-volume formula gives its value from two phonon calculations without requiring the volumes to be close together.

## From the parameter to a differential equation

Since $V$ and $w(V)$ are positive, the definition can be rearranged at a single volume:

$$-\frac{V\,w'(V)}{w(V)}=g\quad\Longleftrightarrow\quad -V\,w'(V)=g\,w(V)\quad\Longleftrightarrow\quad w'(V)=-\frac{g\,w(V)}{V}.$$

This is `gruneisen_eq_iff`. Its right side uses `HasDerivAt`, which says that $w$ has the stated number as its derivative at $V$. In the forward direction the tactic steps clear the two denominators with `div_eq_iff` and `eq_div_iff`; in the converse they use `div_eq_iff` and `field_simp`. Linear arithmetic does the rest. The number `g` belongs to one volume only, so the lemma also serves when the parameter varies.

## Equal parameters make the quotient constant

Let $w$ and $u$ have the same parameter $\gamma(V)$ at every volume. Then $w'=-\gamma w/V$ and $u'=-\gamma u/V$, and the quotient rule gives

$$\left(\frac{w}{u}\right)'=\frac{w'u-w\,u'}{u^2}=\frac{-\gamma wu/V+\gamma wu/V}{u^2}=0.$$

A function with zero derivative on the interval $(0,\infty)$ is constant there, by the mean value theorem. Hence $w(V)/u(V)=w(V_0)/u(V_0)$, and cross-multiplication gives the stated form.

Conversely, let $w=c\,u$ with $c=w(V_0)/u(V_0)$. Then $w'=c\,u'$, and the factor cancels:

$$\gamma_w=-\frac{V\,c\,u'}{c\,u}=-\frac{V\,u'}{u}=\gamma_u.$$

The Lean proof of `same_gruneisen_iff` follows both calculations. In the forward direction, `gruneisen_eq_iff` supplies the two derivatives; for `u` it is applied with `rfl`, because the parameter of `u` is trivially equal to itself. The quotient rule is `fun_div`, and `ring` finds that the result is zero. The lemma `is_const_of_deriv_eq_zero` then needs the half-line `Ioi 0` to be open and connected.

In the backward direction, a derivative at $V$ depends on the values of the function near $V$, so equality at that one point would not be enough. The step named `ev` records that $w=c\,u$ holds throughout a neighbourhood of $V$, which is true because a positive volume is surrounded by positive volumes. The derivative of $c\,u$ can then be transferred to $w$.

## Comparison with the explicit power law

Take $u(V)=(V_0/V)^g$. It is positive, and the chain rule gives

$$u'(V)=g\left(\frac{V_0}{V}\right)^{g-1}\left(-\frac{V_0}{V^2}\right)=-\frac{g}{V}\left(\frac{V_0}{V}\right)^{g}=-\frac{g\,u(V)}{V}.$$

By the differential equation above, $u$ has the constant parameter $g$. Also $u(V_0)=1$.

Now $\gamma_w=g$ at all volumes means that $w$ and $u$ have equal parameters at all volumes. By the comparison result this is equivalent to $w(V)\,u(V_0)=w(V_0)\,u(V)$ for all $V>0$, which reads $w(V)=w(V_0)(V_0/V)^g$. Both directions of the main theorem are contained in this one equivalence. The constant quotient $w/u$ is the product $V^g w$ from the opening, divided by the fixed number $V_0^g$.

In Lean, `gruneisen_power_law` carries out the differentiation. The real exponent is handled by `rpow_const`, and `Real.rpow_sub_one` turns the exponent $g-1$ into $g$ with an extra division. The power is then replaced by a plain variable, so that `field_simp` has only a rational identity to check. The proof of `constant_gruneisen_iff` applies `same_gruneisen_iff` to $w$ and this $u$, and the equation `h1` removes the factor $u(V_0)=1$.

## The parameter from two frequencies

Use the power law with reference volume $V_2$ and evaluate it at $V_1$:

$$\frac{w(V_1)}{w(V_2)}=\left(\frac{V_2}{V_1}\right)^{g},\qquad \ln\frac{w(V_1)}{w(V_2)}=g\,\ln\frac{V_2}{V_1}.$$

Because the volumes are positive and distinct, $V_2/V_1$ is positive and different from $1$, so its logarithm is not zero and may be divided out. In `gruneisen_from_two_volumes` the step `hl` establishes this nonzero logarithm, `e` is the frequency ratio, and `Real.log_rpow` brings the exponent down. The constancy of the parameter is a hypothesis of the theorem; two frequencies alone do not test it.

## A parameter that follows a power of the volume

For the second law the comparison function is

$$u(V)=\exp\!\left[\frac{\gamma_0}{q}\left(1-\left(\frac{V}{V_0}\right)^{q}\right)\right].$$

Differentiating the exponent and cancelling $q$ gives

$$u'(V)=u(V)\,\frac{\gamma_0}{q}\left[-\frac{q}{V_0}\left(\frac{V}{V_0}\right)^{q-1}\right]=-\frac{\gamma_0}{V}\left(\frac{V}{V_0}\right)^{q}u(V),$$

where the last step uses $\frac{1}{V_0}\left(\frac{V}{V_0}\right)^{-1}=\frac1V$. So $u$ has the parameter $\gamma_0(V/V_0)^q$ at every positive volume. At $V=V_0$ the exponent vanishes and $u(V_0)=1$. The comparison result then gives $w(V)=w(V_0)\,u(V)$ as the condition equivalent to the law.

The proof of `power_gruneisen_iff` has the same order: `hd` is the derivative of `u`, `hu` confirms that `u` is a mode frequency, `hg` gives its parameter, and `h1` is the normalisation at the reference volume. The final equivalence comes from `same_gruneisen_iff`, just as it does for a constant parameter.
